# The Lennard-Jones energy of N distinct points is at least −BN

Let $\varepsilon\ge 0$ be the well depth and $\sigma$ any real length. Every set of $N$ distinct points in $\mathbb{R}^3$ has total Lennard-Jones energy

$$E\ \ge\ -\varepsilon C^2 N,\qquad C=166375 .$$

So $B=\varepsilon C^2$ depends neither on $N$ nor on the configuration. If $\sigma>0$, then for every $N$ some $N+1$ points have $E\le-\varepsilon N$, so for $\varepsilon>0$ no bound of slower growth is possible.

For simulations of a classical, pairwise-additive Lennard-Jones system in free space, this means that the potential energy per particle cannot fall without limit as the system grows. Kinetic energy, periodic images and cutoffs are not treated, and this is not the stability of quantum-mechanical electrons and nuclei under Coulomb forces.

## Distinct points

```lean
import Mathlib

open Finset
open scoped Classical

namespace LennardJonesStability

noncomputable section

/-- Physical space, the Euclidean space of dimension three. -/
abbrev Space := EuclideanSpace ℝ (Fin 3)

/-- The Lennard-Jones pair potential with energy scale `ε` and length `σ`. -/
def lennardJones (ε σ r : ℝ) : ℝ := 4 * ε * ((σ / r) ^ 12 - (σ / r) ^ 6)

/-- The total energy of a finite set of particles: half the sum over ordered pairs of
different particles. -/
def energy (ε σ : ℝ) (s : Finset Space) : ℝ :=
  (∑ p ∈ s, ∑ q ∈ s.erase p, lennardJones ε σ (dist p q)) / 2
```

The pair potential is $V(r)=4\varepsilon[(\sigma/r)^{12}-(\sigma/r)^6]$. A configuration is a `Finset Space`, a finite set, so its points are automatically distinct. `energy` sums $V$ over ordered pairs of different points and halves the result, which counts each pair once.

Physically, distinctness excludes configurations of infinite repulsion. The derivation needs it to make the smallest distance $a$ positive; the proof uses it as `dist_pos.2 hpq` in `exists_weakly_bound`. Without it the formal bound would fail, because Lean sets $V(0)=0$: two piles of $N/2$ particles each, a distance $2^{1/6}\sigma$ apart, would have energy $-\varepsilon N^2/4$.

## Minimum spacing in three dimensions

```lean
/-- The numerical constant in the packing bound. -/
def packingConstant : ℝ := 166375

/-- The weight `1 / (1 + n²)` of an integer `n`. -/
def siteWeight (n : ℤ) : ℝ := 1 / (1 + (n : ℝ) ^ 2)

/-- The `k`-th index of the cubic cell of side `a / 2` that holds `q`, seen from `p`. -/
def cell (a : ℝ) (p q : Space) (k : Fin 3) : ℤ := ⌊2 * ((p k - q k) / a)⌋
```

The packing bound assumes that the particles keep a distance of at least $a>0$ from each other and from a point $p$. It then limits the attraction that $p$ can feel:

$$\sum_q (a/r_q)^6\le C,\qquad r_q=|p-q| .$$

Without mutual spacing, arbitrarily many particles could crowd near distance $a$ from $p$, and no such $C$ would exist. The dimension matters too: in six dimensions the lattice sum of $r^{-6}$ diverges.

**One-dimensional sum.** Put $w(n)=1/(1+n^2)$. By induction on $M$,

$$\sum_{n=-M}^{M}w(n)\le 5-\frac{4}{2M+1}.$$

Equality holds at $M=0$. With $m=M+1$, the step adds $2/(1+m^2)$, which is at most $8/(4m^2-1)=4/(2M+1)-4/(2M+3)$. Any finite set of integers lies in such an interval, so its weights add up to at most 5.

```lean
/-- The squared distance is the sum of the squared coordinate differences. -/
theorem dist_sq (p q : Space) : dist p q ^ 2 = ∑ k, (p k - q k) ^ 2 := by
  rw [EuclideanSpace.dist_eq, Real.sq_sqrt (by positivity)]
  simp only [Real.dist_eq, sq_abs]

/-- The weights of any finite set of integers add up to at most five. -/
theorem sum_siteWeight_le (T : Finset ℤ) : ∑ n ∈ T, siteWeight n ≤ 5 := by
  -- a telescoping bound on symmetric intervals
  have key : ∀ M : ℕ, ∑ n ∈ Icc (-(M : ℤ)) (M : ℤ), siteWeight n
      ≤ 5 - 4 / (2 * (M : ℝ) + 1) := by
    intro M
    induction M with
    | zero => norm_num [siteWeight]
    | succ M ih =>
      have h : Icc (-((M + 1 : ℕ) : ℤ)) ((M + 1 : ℕ) : ℤ)
          = insert ((M : ℤ) + 1) (insert (-((M : ℤ) + 1)) (Icc (-(M : ℤ)) (M : ℤ))) := by
        ext n
        simp only [mem_insert, mem_Icc]
        omega
      rw [h, sum_insert (by simp only [mem_insert, mem_Icc]; omega),
        sum_insert (by simp only [mem_Icc]; omega)]
      have w1 : siteWeight ((M : ℤ) + 1) = 1 / (1 + ((M : ℝ) + 1) ^ 2) := by
        simp [siteWeight]
      have w2 : siteWeight (-((M : ℤ) + 1)) = 1 / (1 + ((M : ℝ) + 1) ^ 2) := by
        rw [← w1]
        unfold siteWeight
        rw [Int.cast_neg, neg_sq]
      have e : 1 / (1 + ((M : ℝ) + 1) ^ 2)
          ≤ 2 / (2 * (M : ℝ) + 1) - 2 / (2 * (M : ℝ) + 3) := by
        rw [div_sub_div _ _ (by positivity) (by positivity),
          div_le_div_iff₀ (by nlinarith [sq_nonneg ((M : ℝ) + 1)]) (by positivity)]
        nlinarith
      have e3 : 4 / (2 * ((M + 1 : ℕ) : ℝ) + 1) = 2 * (2 / (2 * (M : ℝ) + 3)) := by
        rw [Nat.cast_succ, show 2 * ((M : ℝ) + 1) + 1 = 2 * M + 3 by ring]
        ring
      have e4 : 4 / (2 * (M : ℝ) + 1) = 2 * (2 / (2 * (M : ℝ) + 1)) := by ring
      rw [w1, w2, e3]
      rw [e4] at ih
      linarith
  have hsub : T ⊆ Icc (-((T.sup Int.natAbs : ℕ) : ℤ)) ((T.sup Int.natAbs : ℕ) : ℤ) := by
    intro n hn
    have := Finset.le_sup (f := Int.natAbs) hn
    rw [mem_Icc]
    omega
  have h1 := sum_le_sum_of_subset_of_nonneg hsub
    (fun n _ _ => (by unfold siteWeight; positivity : 0 ≤ siteWeight n))
  have h2 := key (T.sup Int.natAbs)
  have h3 : 0 ≤ 4 / (2 * ((T.sup Int.natAbs : ℕ) : ℝ) + 1) := by positivity
  linarith
```

**Weight of a cell.** For $k=0,1,2$ let $v_k=(p_k-q_k)/a$ and $n_k=\lfloor 2v_k\rfloor=2v_k-f_k$, with $0\le f_k<1$. Put $R=r_q/a\ge1$. Since $v_k^2\le R^2$,

$$1+n_k^2\le 1+8v_k^2+2f_k^2\le 8R^2+3\le 11R^2 .$$

Multiplying the three inequalities and inverting gives $(a/r_q)^6\le 1331\,w(n_0)w(n_1)w(n_2)$.

```lean
/-- For a particle `q` at distance at least `a` from `p`, the attraction `(a / r)⁶` is bounded by
1331 times the product of the weights of the three indices of its cell. -/
theorem attraction_le_weight {a : ℝ} (ha : 0 < a) (p q : Space) (h : a ≤ dist p q) :
    (a / dist p q) ^ 6 ≤ 1331 * (siteWeight (cell a p q 0) *
      (siteWeight (cell a p q 1) * siteWeight (cell a p q 2))) := by
  have hd : 0 < dist p q := lt_of_lt_of_le ha h
  have hR : 1 ≤ dist p q / a := by rw [le_div_iff₀ ha]; linarith
  have hk : ∀ k, 1 + (cell a p q k : ℝ) ^ 2 ≤ 11 * (dist p q / a) ^ 2 := by
    intro k
    have hc : (p k - q k) ^ 2 ≤ dist p q ^ 2 := by
      rw [dist_sq]
      exact single_le_sum (f := fun k => (p k - q k) ^ 2)
        (fun i _ => sq_nonneg _) (mem_univ k)
    have hv : ((p k - q k) / a) ^ 2 ≤ (dist p q / a) ^ 2 := by
      rw [div_pow, div_pow]
      gcongr ?_ / a ^ 2
    have h1 := Int.floor_le (2 * ((p k - q k) / a))
    have h2 := Int.lt_floor_add_one (2 * ((p k - q k) / a))
    unfold cell
    generalize (p k - q k) / a = v at *
    generalize ((⌊2 * v⌋ : ℤ) : ℝ) = n at *
    have h3 : 0 ≤ (2 * v - n) * (1 - (2 * v - n)) :=
      mul_nonneg (by linarith) (by linarith)
    nlinarith [sq_nonneg (2 * v + (2 * v - n))]
  have hprod := mul_le_mul (hk 0) (mul_le_mul (hk 1) (hk 2) (by positivity) (by positivity))
    (by positivity) (by positivity)
  calc (a / dist p q) ^ 6 = 1331 / (11 * (dist p q / a) ^ 2 *
        (11 * (dist p q / a) ^ 2 * (11 * (dist p q / a) ^ 2))) := by
        first | ring1 | (field_simp; norm_num)
    _ ≤ 1331 / ((1 + (cell a p q 0 : ℝ) ^ 2) *
        ((1 + (cell a p q 1 : ℝ) ^ 2) * (1 + (cell a p q 2 : ℝ) ^ 2))) :=
        div_le_div_of_nonneg_left (by norm_num) (by positivity) hprod
    _ = _ := by unfold siteWeight; field_simp
```

**One particle per cell.** Two particles with the same indices differ by less than $a/2$ in each coordinate, so their squared distance is below $3a^2/4$, contradicting the spacing. This is `hinj`. The sum over particles thus becomes a sum over different cells. Enlarging it to a box of indices (`hsub`) makes it factorise (`hfac`), and the total is at most $1331\cdot5^3=166375$.

```lean
/-- Packing bound: if particles keep a distance of at least `a` from each other and from `p`,
the sum of `(a / r)⁶` over their distances `r` from `p` is at most a fixed number. -/
theorem packing_sum_le {a : ℝ} (ha : 0 < a) (p : Space) (s : Finset Space)
    (hp : ∀ q ∈ s, a ≤ dist p q) (hs : ∀ q ∈ s, ∀ q' ∈ s, q ≠ q' → a ≤ dist q q') :
    ∑ q ∈ s, (a / dist p q) ^ 6 ≤ packingConstant := by
  let g : Space → ℤ × ℤ × ℤ := fun q => (cell a p q 0, cell a p q 1, cell a p q 2)
  let W : ℤ × ℤ × ℤ → ℝ := fun c => siteWeight c.1 * (siteWeight c.2.1 * siteWeight c.2.2)
  have hw : ∀ n, 0 ≤ siteWeight n := fun n => by unfold siteWeight; positivity
  -- each cell holds at most one particle
  have hinj : Set.InjOn g (s : Set Space) := by
    intro q hq q' hq' he
    by_contra hne
    have hdist := pow_le_pow_left₀ ha.le (hs q hq q' hq' hne) 2
    have hc : ∀ k, cell a p q k = cell a p q' k → (2 * (q' k - q k)) ^ 2 < a ^ 2 := by
      intro k hk
      have h1 := Int.abs_sub_lt_one_of_floor_eq_floor hk
      rw [show 2 * ((p k - q k) / a) - 2 * ((p k - q' k) / a)
        = 2 * (q' k - q k) / a by ring, abs_div, abs_of_pos ha, div_lt_one ha] at h1
      exact sq_lt_sq.2 (by rwa [abs_of_pos ha])
    have h0 := hc 0 (congrArg (fun c => c.1) he)
    have h1 := hc 1 (congrArg (fun c => c.2.1) he)
    have h2 := hc 2 (congrArg (fun c => c.2.2) he)
    rw [dist_sq, Fin.sum_univ_three] at hdist
    nlinarith [sq_pos_of_pos ha]
  let T : Fin 3 → Finset ℤ := fun k => s.image (fun q => cell a p q k)
  have hsub : s.image g ⊆ T 0 ×ˢ (T 1 ×ˢ T 2) := by
    intro c hc
    obtain ⟨q, hq, rfl⟩ := mem_image.1 hc
    exact mem_product.2 ⟨mem_image_of_mem _ hq,
      mem_product.2 ⟨mem_image_of_mem _ hq, mem_image_of_mem _ hq⟩⟩
  have hT : ∀ k, 0 ≤ ∑ n ∈ T k, siteWeight n := fun k => sum_nonneg (fun n _ => hw n)
  have hfac : ∑ c ∈ T 0 ×ˢ (T 1 ×ˢ T 2), W c = (∑ n ∈ T 0, siteWeight n) *
      ((∑ n ∈ T 1, siteWeight n) * ∑ n ∈ T 2, siteWeight n) := by
    simp only [W, sum_product, ← mul_sum, ← sum_mul]
  have h5 := mul_le_mul (sum_siteWeight_le (T 0))
    (mul_le_mul (sum_siteWeight_le (T 1)) (sum_siteWeight_le (T 2)) (hT 2) (by norm_num))
    (mul_nonneg (hT 1) (hT 2)) (by norm_num)
  have h6 : ∑ c ∈ s.image g, W c ≤ ∑ c ∈ T 0 ×ˢ (T 1 ×ˢ T 2), W c :=
    sum_le_sum_of_subset_of_nonneg hsub
      (fun c _ _ => mul_nonneg (hw _) (mul_nonneg (hw _) (hw _)))
  have h7 : ∑ q ∈ s, (a / dist p q) ^ 6 ≤ ∑ q ∈ s, 1331 * W (g q) :=
    sum_le_sum (fun q hq => attraction_le_weight ha p q (hp q hq))
  rw [← mul_sum, ← sum_image (f := W) hinj] at h7
  rw [hfac] at h6
  unfold packingConstant
  linarith
```

## Non-negative well depth

The condition $\varepsilon\ge0$ keeps the $r^{-12}$ term from being attractive. If $\varepsilon<0$ and $\sigma\neq0$, two approaching particles have energy tending to $-\infty$, and no lower bound exists.

By hand, choose a closest pair $p,q_0$ at distance $a$, and let $t=(\sigma/a)^6$. The particle $q_0$ alone contributes $t^2$ to the repulsion on $p$, and the packing bound limits the attraction to $Ct$, both in units of $4\varepsilon$. Therefore

$$\sum_{q\ne p}V(|p-q|)\ge4\varepsilon(t^2-Ct)=\varepsilon\left[(2t-C)^2-C^2\right]\ge-\varepsilon C^2 .$$

A lone particle has interaction energy zero and satisfies the same bound.

```lean
/-- Adding a particle changes the energy by its interaction with all the others. -/
theorem energy_insert (ε σ : ℝ) {p : Space} {s : Finset Space} (hp : p ∉ s) :
    energy ε σ (insert p s) = energy ε σ s + ∑ q ∈ s, lennardJones ε σ (dist p q) := by
  have h : ∀ q ∈ s, ∑ x ∈ (insert p s).erase q, lennardJones ε σ (dist q x)
      = lennardJones ε σ (dist p q) + ∑ x ∈ s.erase q, lennardJones ε σ (dist q x) := by
    intro q hq
    have hne : p ≠ q := fun h => hp (h ▸ hq)
    rw [erase_insert_of_ne hne, sum_insert (fun h => hp (mem_of_mem_erase h)), dist_comm q p]
  unfold energy
  rw [sum_insert hp, erase_insert hp, sum_congr rfl h, sum_add_distrib]
  ring

/-- Every non-empty configuration has a particle whose interaction energy with all the others
is bounded below by a constant independent of the configuration. -/
theorem exists_weakly_bound {ε : ℝ} (hε : 0 ≤ ε) (σ : ℝ) {s : Finset Space}
    (hs : s.Nonempty) : ∃ p ∈ s, -(ε * packingConstant ^ 2)
      ≤ ∑ q ∈ s.erase p, lennardJones ε σ (dist p q) := by
  by_cases hne : s.offDiag.Nonempty
  · -- take a member of a closest pair
    obtain ⟨⟨p, q₀⟩, hmem, hmin⟩ := exists_min_image s.offDiag (fun z => dist z.1 z.2) hne
    obtain ⟨hp, hq₀, hpq⟩ := mem_offDiag.1 hmem
    have ha : 0 < dist p q₀ := dist_pos.2 hpq
    have hsep : ∀ x ∈ s, ∀ y ∈ s, x ≠ y → dist p q₀ ≤ dist x y :=
      fun x hx y hy hxy => hmin (x, y) (mem_offDiag.2 ⟨hx, hy, hxy⟩)
    have hfar : ∀ q ∈ s.erase p, dist p q₀ ≤ dist p q := fun q hq =>
      hsep p hp q (mem_of_mem_erase hq) (ne_of_mem_erase hq).symm
    have hpack := packing_sum_le ha p (s.erase p) hfar
      (fun x hx y hy => hsep x (mem_of_mem_erase hx) y (mem_of_mem_erase hy))
    refine ⟨p, hp, ?_⟩
    have h6 : ∑ q ∈ s.erase p, (σ / dist p q) ^ 6
        = (σ / dist p q₀) ^ 6 * ∑ q ∈ s.erase p, (dist p q₀ / dist p q) ^ 6 := by
      rw [mul_sum]
      refine sum_congr rfl (fun q hq => ?_)
      have hd : dist p q ≠ 0 := (lt_of_lt_of_le ha (hfar q hq)).ne'
      have ha' := ha.ne'
      rw [← mul_pow]
      congr 1
      field_simp
    have h12 : (σ / dist p q₀) ^ 12 ≤ ∑ q ∈ s.erase p, (σ / dist p q) ^ 12 :=
      single_le_sum (f := fun q => (σ / dist p q) ^ 12)
        (fun q _ => (by positivity : 0 ≤ (σ / dist p q) ^ 12))
        (mem_erase.2 ⟨hpq.symm, hq₀⟩)
    have ht : 0 ≤ (σ / dist p q₀) ^ 6 := by positivity
    have hb := mul_le_mul_of_nonneg_left hpack ht
    rw [← h6] at hb
    -- complete the square in `t = (σ / a)⁶`
    have hfin : -(packingConstant ^ 2) ≤ 4 * (∑ q ∈ s.erase p, (σ / dist p q) ^ 12
        - ∑ q ∈ s.erase p, (σ / dist p q) ^ 6) := by
      nlinarith [sq_nonneg (2 * (σ / dist p q₀) ^ 6 - packingConstant)]
    have hmul := mul_le_mul_of_nonneg_left hfin hε
    simp only [lennardJones, ← mul_sum, sum_sub_distrib]
    linarith
  · obtain ⟨p, hp⟩ := hs
    refine ⟨p, hp, ?_⟩
    rw [sum_eq_zero (fun q hq => absurd ⟨(p, q), mem_offDiag.2
      ⟨hp, mem_of_mem_erase hq, (ne_of_mem_erase hq).symm⟩⟩ hne)]
    have := mul_nonneg hε (sq_nonneg packingConstant)
    linarith
```

In `exists_weakly_bound`, `h12` is the repulsion estimate, `h6` and `hb` give the attraction estimate, and `hfin` completes the square. The sign of $\varepsilon$ enters when `hfin` is multiplied by it. No sign of $\sigma$ is needed, because only even powers occur.

Now remove $p$. By `energy_insert`, the energy is that of the remaining $N-1$ particles plus the interaction just bounded. Induction gives $E\ge-\varepsilon C^2(N-1)-\varepsilon C^2=-\varepsilon C^2N$, starting from zero energy for the empty set.

```lean
/-- For `ε ≥ 0`, the Lennard-Jones energy of any `N` distinct points in space is at least `-B N`,
where `B` is `ε` times a fixed number. -/
theorem lennardJones_stability {ε : ℝ} (hε : 0 ≤ ε) (σ : ℝ) (N : ℕ) (s : Finset Space)
    (hs : s.card = N) : -(ε * packingConstant ^ 2) * N ≤ energy ε σ s := by
  induction N generalizing s with
  | zero =>
    rw [card_eq_zero.1 hs]
    simp [energy]
  | succ N ih =>
    -- remove a weakly bound particle
    obtain ⟨p, hp, hb⟩ := exists_weakly_bound hε σ (card_pos.1 (by omega : 0 < s.card))
    have h1 := ih (s.erase p) (by rw [card_erase_of_mem hp]; omega)
    have h2 := energy_insert ε σ (p := p) (s := s.erase p) (by simp)
    rw [insert_erase hp] at h2
    rw [h2, Nat.cast_succ]
    linarith
```

The hypothesis `s.card = N` only names the number of particles.

## Positive length for the matching upper bound

The second theorem assumes $\sigma>0$, a genuine particle size. At $\sigma=0$ every energy vanishes, and the claim fails for $\varepsilon>0$, $N\ge1$.

Choose $\rho>0$ with $\rho^6=2\sigma^6$. Then $V(\rho)=4\varepsilon(\tfrac14-\tfrac12)=-\varepsilon$. For $r\ge\rho$ we have $(\sigma/r)^6\le1$, hence $V(r)\le0$. Place particles on a line at $0,\rho,2\rho,\dots$. Each new one gains $-\varepsilon$ from its neighbour and nothing positive from the others, so $N+1$ particles have energy at most $-\varepsilon N$.

In the proof, `hmin` and `hneg` are the two facts about $V$. The induction also records that the last site `P N` is occupied and that all particles sit on chain sites, which supplies the distances for the next step.

```lean
/-- For `ε ≥ 0`, `σ > 0` and every `N` there are `N + 1` distinct points whose Lennard-Jones energy
is at most `-ε N`. -/
theorem exists_energy_le_linear {ε σ : ℝ} (hε : 0 ≤ ε) (hσ : 0 < σ) (N : ℕ) :
    ∃ s : Finset Space, s.card = N + 1 ∧ energy ε σ s ≤ -(ε * N) := by
  obtain ⟨ρ, hρ, hρ6⟩ : ∃ ρ : ℝ, 0 < ρ ∧ ρ ^ 6 = 2 * σ ^ 6 :=
    ⟨(2 * σ ^ 6) ^ (((6 : ℕ) : ℝ)⁻¹), by positivity,
      Real.rpow_inv_natCast_pow (by positivity) (by norm_num)⟩
  have hneg : ∀ r, ρ ≤ r → lennardJones ε σ r ≤ 0 := by
    intro r hr
    have hr0 : 0 < r := lt_of_lt_of_le hρ hr
    have h6 := pow_le_pow_left₀ hρ.le hr 6
    have hu : (σ / r) ^ 6 ≤ 1 := by
      rw [div_pow, div_le_one (by positivity)]
      nlinarith [pow_pos hσ 6]
    have hu0 : 0 ≤ (σ / r) ^ 6 := by positivity
    have := mul_nonneg hε (mul_nonneg hu0 (sub_nonneg.2 hu))
    unfold lennardJones
    linarith [show 4 * ε * ((σ / r) ^ 12 - (σ / r) ^ 6)
      = -4 * (ε * ((σ / r) ^ 6 * (1 - (σ / r) ^ 6))) by ring]
  have hmin : lennardJones ε σ ρ = -ε := by
    have hu : (σ / ρ) ^ 6 = 1 / 2 := by
      rw [div_pow, hρ6, div_eq_div_iff (by positivity) (by norm_num)]
      ring
    unfold lennardJones
    rw [show (σ / ρ) ^ 12 = ((σ / ρ) ^ 6) ^ 2 by rw [← pow_mul], hu]
    ring
  -- an equally spaced chain, built particle by particle
  let P : ℕ → Space := fun k => EuclideanSpace.single (0 : Fin 3) (ρ * (k : ℝ))
  have hd : ∀ n j : ℕ, j ≤ n → dist (P (n + 1)) (P j) = ρ * ((n : ℝ) + 1 - j) := by
    intro n j hj
    have hj' : (j : ℝ) ≤ n := by exact_mod_cast hj
    have h0 : 0 ≤ ρ * ((n : ℝ) + 1 - j) := mul_nonneg hρ.le (by linarith)
    change dist (EuclideanSpace.single (0 : Fin 3) (ρ * ((n + 1 : ℕ) : ℝ)))
      (EuclideanSpace.single (0 : Fin 3) (ρ * (j : ℝ))) = _
    rw [PiLp.dist_single_same, Real.dist_eq, Nat.cast_succ, ← mul_sub,
      abs_of_nonneg h0]
  suffices h : ∃ s : Finset Space, s.card = N + 1 ∧ energy ε σ s ≤ -(ε * N) ∧
      P N ∈ s ∧ ∀ q ∈ s, ∃ j ≤ N, q = P j by
    obtain ⟨s, h1, h2, _⟩ := h
    exact ⟨s, h1, h2⟩
  induction N with
  | zero =>
    refine ⟨{P 0}, by simp, by simp [energy], by simp, fun q hq => ⟨0, le_rfl, ?_⟩⟩
    exact mem_singleton.1 hq
  | succ N ih =>
    obtain ⟨s, hcard, hE, hlast, hall⟩ := ih
    have hfar : ∀ q ∈ s, ρ ≤ dist (P (N + 1)) q := by
      intro q hq
      obtain ⟨j, hj, rfl⟩ := hall q hq
      have hj' : (j : ℝ) ≤ N := by exact_mod_cast hj
      rw [hd N j hj]
      nlinarith
    have hnew : P (N + 1) ∉ s := by
      intro h
      have := hfar _ h
      rw [dist_self] at this
      linarith
    refine ⟨insert (P (N + 1)) s, by rw [card_insert_of_notMem hnew, hcard], ?_,
      mem_insert_self _ _, ?_⟩
    · have h1 := add_sum_erase s (fun q => lennardJones ε σ (dist (P (N + 1)) q)) hlast
      have h2 : ∑ q ∈ s.erase (P N), lennardJones ε σ (dist (P (N + 1)) q) ≤ 0 :=
        sum_nonpos (fun q hq => hneg _ (hfar q (mem_of_mem_erase hq)))
      have h3 : dist (P (N + 1)) (P N) = ρ := by rw [hd N N le_rfl]; ring
      simp only [h3, hmin] at h1
      rw [energy_insert ε σ hnew, Nat.cast_succ]
      linarith
    · intro q hq
      rcases mem_insert.1 hq with h | h
      · exact ⟨N + 1, le_rfl, h⟩
      · obtain ⟨j, hj, hqj⟩ := hall q h
        exact ⟨j, by omega, hqj⟩

end

end LennardJonesStability
```

```lean
#print axioms LennardJonesStability.lennardJones_stability
#print axioms LennardJonesStability.exists_energy_le_linear
```

```
'LennardJonesStability.lennardJones_stability' depends on axioms: [propext, Classical.choice, Quot.sound]
'LennardJonesStability.exists_energy_le_linear' depends on axioms: [propext, Classical.choice, Quot.sound]
```

## Three particles in a row

For three particles with spacing $\rho$, the two neighbouring pairs give $-2\varepsilon$. The outer pair has $(\sigma/2\rho)^6=1/128$ and contributes $4\varepsilon(1/16384-1/128)\approx-0.031\,\varepsilon$. The total is about $-2.031\,\varepsilon$, below the guaranteed $-2\varepsilon$. The row is not the best arrangement: an equilateral triangle of side $\rho$ has energy $-3\varepsilon$, and no three particles can go lower, because $V\ge-\varepsilon$ for every pair. The general lower bound for three particles is about $-8.3\times10^{10}\,\varepsilon$, so $C$ is far too generous to serve as an energy estimate.
